# The Keldysh function equals $RF - FA$ exactly when $F$ solves the quantum kinetic equation

For a single level, the bare inverse propagator $h$, the retarded, advanced and Keldysh self-energies $S$, $Q$, $k$ and the distribution $F$ are complex numbers, and for $h \neq S$, $h \neq Q$ the Green functions $R = 1/(h-S)$ and $A = 1/(h-Q)$ obey $R - A = R(S-Q)A$, so that $RkA = RF - FA$ holds exactly when $k = (S-Q)F$. When the quantities do not commute, the same manipulation leaves a commutator behind, and the file proves that in any ring in which $h-S$ and $h-Q$ are invertible, $RkA = RF - FA$ is equivalent to the kinetic equation $hF - Fh = SF - FQ - k$. Here $RkA$ is the Keldysh Green function without the term that carries the initial distribution.

In Lean 4 with Mathlib:

```lean
import Mathlib

open Finset

namespace QuantumKineticEquation

section Ring

variable {𝒜 : Type*} [Ring 𝒜]

/-- `G` is the Green function of the bare inverse propagator `h` with self-energy `S`:
a two-sided inverse of `h - S`. -/
structure IsGreen (h S G : 𝒜) : Prop where
  right : (h - S) * G = 1
  left : G * (h - S) = 1

/-- The Keldysh Green function `R k A` built from the Keldysh self-energy `k`. -/
def keldysh (R k A : 𝒜) : 𝒜 := R * k * A

/-- The commutator `h F - F h`, the drift side of the kinetic equation. -/
def drift (h F : 𝒜) : 𝒜 := h * F - F * h

/-- The collision integral `S F - F Q - k` of the distribution `F`. -/
def collision (S Q k F : 𝒜) : 𝒜 := S * F - F * Q - k

/-- The matrix `[[1, F], [0, -1]]` in Keldysh space. -/
def rotation (F : 𝒜) : Matrix (Fin 2) (Fin 2) 𝒜 := !![1, F; 0, -1]

variable {h S Q R A : 𝒜}

/-- External Green function legs can be amputated: `R X A` vanishes exactly when `X` does. -/
theorem amputate (hR : IsGreen h S R) (hA : IsGreen h Q A) (X : 𝒜) :
    R * X * A = 0 ↔ X = 0 := by
  constructor
  · intro H
    calc X = ((h - S) * R) * X * (A * (h - Q)) := by
          rw [hR.right, hA.left, one_mul, mul_one]
      _ = (h - S) * (R * X * A) * (h - Q) := by simp only [mul_assoc]
      _ = 0 := by rw [H, mul_zero, zero_mul]
  · intro H
    rw [H, mul_zero, zero_mul]

/-- For any `F`, the difference between `R F - F A` and the Keldysh function is the
difference between collision integral and drift, dressed by `R` and `A`. -/
theorem residual (hR : IsGreen h S R) (hA : IsGreen h Q A) (F k : 𝒜) :
    R * F - F * A - keldysh R k A = R * (collision S Q k F - drift h F) * A := by
  -- group the terms so that each Green function meets its inverse
  have e : R * (collision S Q k F - drift h F) * A
      = R * F * ((h - Q) * A) - (R * (h - S)) * F * A - keldysh R k A := by
    unfold collision drift keldysh
    noncomm_ring
  rw [e, hA.right, hR.left, mul_one, one_mul]

/-- Quantum kinetic equation: the Keldysh function equals `R F - F A` if and only if the
drift of `F` equals its collision integral. -/
theorem kinetic_equation (hR : IsGreen h S R) (hA : IsGreen h Q A) (F k : 𝒜) :
    keldysh R k A = R * F - F * A ↔ drift h F = collision S Q k F := by
  have hres := residual hR hA F k
  constructor
  · intro hK
    have h0 : R * (collision S Q k F - drift h F) * A = 0 := by
      rw [← hres, hK, sub_self]
    exact (sub_eq_zero.1 ((amputate hR hA _).1 h0)).symm
  · intro hk
    have h0 : R * F - F * A - keldysh R k A = 0 := by
      rw [hres, hk, sub_self, mul_zero, zero_mul]
    exact (sub_eq_zero.1 h0).symm

/-- If the distribution commutes with `h`, the Keldysh function equals `R F - F A` exactly
when the self-energies obey the relation of the same form, `k = S F - F Q`. -/
theorem driftless_relation (hR : IsGreen h S R) (hA : IsGreen h Q A) (F k : 𝒜)
    (hF : Commute h F) :
    keldysh R k A = R * F - F * A ↔ k = S * F - F * Q := by
  have h0 : drift h F = 0 := sub_eq_zero.2 hF.eq
  rw [kinetic_equation hR hA, h0]
  constructor
  · intro H
    exact (sub_eq_zero.1 H.symm).symm
  · intro H
    exact (sub_eq_zero.2 H.symm).symm

/-- The triangular Green function in Keldysh space equals `U diag(R, A) U`, with `U` the
rotation built from `F`, if and only if `F` solves the kinetic equation. -/
theorem rotation_diagonalises (hR : IsGreen h S R) (hA : IsGreen h Q A) (F k : 𝒜) :
    !![R, keldysh R k A; 0, A] = rotation F * !![R, 0; 0, A] * rotation F
      ↔ drift h F = collision S Q k F := by
  have hU : rotation F * !![R, 0; 0, A] * rotation F = !![R, R * F - F * A; 0, A] := by
    ext i j
    fin_cases i <;> fin_cases j <;>
      simp [rotation, Matrix.mul_apply, Fin.sum_univ_two, sub_eq_add_neg]
  rw [hU, ← kinetic_equation hR hA]
  constructor
  · intro H
    -- read off the upper right entry
    exact congrFun (congrFun H 0) 1
  · intro H
    rw [H]

/-- If the self-energies are sums over reservoirs and reservoir `a` has Keldysh part
`S a f a - f a Q a`, the collision integral is a sum of terms linear in `F - f a`. -/
theorem collision_reservoirs {ι : Type*} (s : Finset ι) (Sr Qr f : ι → 𝒜) (F : 𝒜) :
    collision (∑ a ∈ s, Sr a) (∑ a ∈ s, Qr a) (∑ a ∈ s, (Sr a * f a - f a * Qr a)) F
      = ∑ a ∈ s, (Sr a * (F - f a) - (F - f a) * Qr a) := by
  unfold collision
  rw [Finset.sum_mul, Finset.mul_sum, ← Finset.sum_sub_distrib, ← Finset.sum_sub_distrib]
  refine Finset.sum_congr rfl fun a _ => ?_
  noncomm_ring

/-- For self-adjoint `h`, advanced self-energy `S*` and anti-self-adjoint `k`, the adjoint
of a solution of the kinetic equation is again a solution. -/
theorem kinetic_equation_star [StarRing 𝒜] {k F : 𝒜} (hh : star h = h) (hk : star k = -k)
    (H : drift h F = collision S (star S) k F) :
    drift h (star F) = collision S (star S) k (star F) := by
  have e := congrArg star H
  simp only [drift, collision, star_sub, star_mul, star_star, hh, hk] at e
  unfold drift collision
  calc h * star F - star F * h = -(star F * h - h * star F) := by abel
    _ = S * star F - star F * star S - k := by rw [e]; abel

end Ring

/-- For matrices with several reservoirs: if the Keldysh function equals `R F - F A`, the
traces of the reservoir terms of the collision integral add up to zero. -/
theorem reservoir_balance {n ι K : Type*} [Fintype n] [DecidableEq n] [CommRing K]
    (s : Finset ι) (Sr Qr f : ι → Matrix n n K) (h R A F : Matrix n n K)
    (hR : IsGreen h (∑ a ∈ s, Sr a) R) (hA : IsGreen h (∑ a ∈ s, Qr a) A)
    (hK : keldysh R (∑ a ∈ s, (Sr a * f a - f a * Qr a)) A = R * F - F * A) :
    ∑ a ∈ s, Matrix.trace (Sr a * (F - f a) - (F - f a) * Qr a) = 0 := by
  have H := (kinetic_equation hR hA F _).1 hK
  -- the drift is a commutator, hence traceless
  rw [← Matrix.trace_sum, ← collision_reservoirs, ← H, drift, Matrix.trace_sub,
    Matrix.trace_mul_comm h F, sub_self]

open Complex

/-- Bare inverse propagator of two sites with unit coupling. -/
def h₀ : Matrix (Fin 2) (Fin 2) ℂ := !![0, 1; 1, 0]

/-- Retarded self-energy `-i` on the first site. -/
def S₀ : Matrix (Fin 2) (Fin 2) ℂ := !![-I, 0; 0, 0]

/-- Retarded Green function of the two-site model. -/
def R₀ : Matrix (Fin 2) (Fin 2) ℂ := !![0, 1; 1, -I]

/-- Advanced Green function of the two-site model. -/
def A₀ : Matrix (Fin 2) (Fin 2) ℂ := !![0, 1; 1, I]

/-- The projector on the first site, used as `F` in the two-site example. -/
def F₀ : Matrix (Fin 2) (Fin 2) ℂ := !![1, 0; 0, 0]

/-- An anti-self-adjoint matrix used as `k` in the two-site example; an algebraic choice, not a
physically admissible Keldysh self-energy for `S₀`. -/
def k₀ : Matrix (Fin 2) (Fin 2) ℂ := !![-(I + I), 1; -1, 0]

/-- The two-site model has Green functions for `S₀` and its adjoint, self-adjoint `h₀`,
anti-self-adjoint `k₀`, and solves the kinetic equation with nonzero drift. -/
theorem kinetic_equation_witness :
    IsGreen h₀ S₀ R₀ ∧ IsGreen h₀ (star S₀) A₀ ∧ star h₀ = h₀ ∧ star k₀ = -k₀ ∧
      drift h₀ F₀ = collision S₀ (star S₀) k₀ F₀ ∧ drift h₀ F₀ ≠ 0 := by
  have hS : star S₀ = !![I, 0; 0, 0] := by
    ext i j
    fin_cases i <;> fin_cases j <;> simp [S₀, Matrix.star_apply]
  rw [hS]
  refine ⟨⟨?_, ?_⟩, ⟨?_, ?_⟩, ?_, ?_, ?_, ?_⟩
  rotate_right
  · intro H
    have e := congrFun (congrFun H 1) 0
    simp [drift, h₀, F₀] at e
  all_goals
    ext i j
    fin_cases i <;> fin_cases j <;>
      simp [drift, collision, h₀, S₀, R₀, A₀, F₀, k₀, Matrix.mul_apply, Fin.sum_univ_two,
        Matrix.star_apply]
    all_goals ring

end QuantumKineticEquation
```

```lean
#print axioms QuantumKineticEquation.kinetic_equation
#print axioms QuantumKineticEquation.rotation_diagonalises
#print axioms QuantumKineticEquation.kinetic_equation_star
#print axioms QuantumKineticEquation.reservoir_balance
```

```
'QuantumKineticEquation.kinetic_equation' depends on axioms: [propext]
'QuantumKineticEquation.rotation_diagonalises' depends on axioms: [propext, Classical.choice, Quot.sound]
'QuantumKineticEquation.kinetic_equation_star' depends on axioms: [propext, Classical.choice, Quot.sound]
'QuantumKineticEquation.reservoir_balance' depends on axioms: [propext, Classical.choice, Quot.sound]
```

## The ring, the Green functions and the equivalence

All quantities are elements of one associative ring `𝒜` with unit. Multiplication is not assumed commutative, and there is no norm, order or scalar field. `IsGreen h S G` says that $G$ is a two-sided inverse of $h-S$: its field `right` is $(h-S)G = 1$ and its field `left` is $G(h-S) = 1$. The hypotheses `IsGreen h S R` and `IsGreen h Q A` make $R$ the retarded and $A$ the advanced Green function. No relation between $S$ and $Q$ is needed for the main result. Three definitions name the combinations that occur:

$$G^K = RkA, \qquad [h,F] = hF - Fh, \qquad I[F] = SF - FQ - k .$$

They are `keldysh R k A`, `drift h F` and `collision S Q k F`. The theorem `kinetic_equation` states that for arbitrary $F$ and $k$

$$G^K = RF - FA \iff [h,F] = I[F].$$

The right-hand side can be rearranged to $(h-S)F - F(h-Q) = -k$, an equation linear in $F$ that contains no Green function. The theorem compares two conditions on a given $F$. It does not say that such an $F$ exists or that it is unique.

## Inverse propagator, self-energies and distribution

In steady state at energy $E$, with a Hamiltonian matrix $H$ for a finite device region, $h = E - H$ (with $E$ times the unit matrix), and $S = \Sigma^R(E)$, $Q = \Sigma^A(E)$, $k = \Sigma^K(E)$. The drift is then $[h,F] = -[H,F]$. The same $h$ enters both Green functions, so any infinitesimal $\pm i0$ has to be counted as part of $S$ and $Q$. For fermions in equilibrium the convention $G^K = RF - FA$ gives $F = 1 - 2n$, with $n$ the occupation, so that $F = 1$ is an empty and $F = -1$ a filled state. In the time domain the product is a convolution and, with $\hbar = 1$, $h = i\partial_t - H$, so that $[h,F]$ contains the derivative along the centre time. That reading presupposes a ring that holds these operators and their inverses, which is not constructed here.

The formula $G^K = RkA$ is a definition in the file. It is the Keldysh component of the Dyson equation once the term that carries the initial, uncoupled distribution is dropped. The self-energies are given elements. Their dependence on the Green functions in an interacting theory is not modelled, and the equation keeps full operator products, with no gradient expansion towards a Boltzmann equation. For a finite device region with fixed self-energies at one energy, as in non-interacting transport calculations, the theorem says that parametrising $G^K$ by a distribution matrix amounts to solving a linear matrix equation for $F$.

## Amputation and the residual

Two steps give the equivalence. First, $RXA = 0$ holds exactly when $X = 0$. If $RXA = 0$, then

$$X = (h-S)R\,X\,A(h-Q) = (h-S)\,(RXA)\,(h-Q) = 0,$$

and the converse is immediate. This is `amputate`: the three lines of its `calc` block are these three equalities, with `hR.right` and `hA.left` inserting the two unit factors.

Second, for every $F$ and $k$, expand the difference of collision integral and drift and collect the terms with $F$ on the left and those with $F$ on the right:

$$I[F] - [h,F] = SF - FQ - k - hF + Fh = F(h-Q) - (h-S)F - k .$$

Multiplying by $R$ from the left and $A$ from the right gives

$$R\,\bigl(I[F] - [h,F]\bigr)A = RF\,(h-Q)A - R(h-S)\,FA - RkA = RF - FA - G^K .$$

This is `residual`. The regrouping is the identity `e`, closed by `noncomm_ring`, and the last equality uses `hA.right` and `hR.left`. The two lemmas together use both sides of both inverse relations.

Now suppose $G^K = RF - FA$. The residual vanishes, so $R(I[F] - [h,F])A = 0$, and amputation gives $I[F] = [h,F]$. Conversely, if $[h,F] = I[F]$, the bracket between $R$ and $A$ is zero, hence $RF - FA - G^K = 0$. The two branches of `kinetic_equation` follow this argument, each with an auxiliary equation `h0` and `sub_eq_zero` to turn a vanishing difference into an equality.

## Commuting distributions and the rotation in Keldysh space

If $F$ commutes with $h$, the drift is zero and the kinetic equation reads $0 = SF - FQ - k$. The theorem `driftless_relation` states that under `Commute h F`, $G^K = RF - FA$ holds exactly when $k = SF - FQ$. The single level of the opening is the case where everything commutes. A scalar $F = \tanh\bigl((E-\mu)/2k_BT\bigr)$, with chemical potential $\mu$, temperature $T$ and Boltzmann constant $k_B$, commutes with every $h$, and the theorem then transfers the fluctuation-dissipation form from the self-energies to the Green functions and back. That equilibrium self-energies have this form is not derived, and no temperature occurs in the file.

The matrix `rotation F` is $U_F = \begin{pmatrix} 1 & F \\ 0 & -1\end{pmatrix}$, with entries in the ring and rows and columns numbered $0, 1$. Multiplying out,

$$U_F \begin{pmatrix} R & 0 \\ 0 & A\end{pmatrix} U_F = \begin{pmatrix} R & FA \\ 0 & -A\end{pmatrix}\begin{pmatrix} 1 & F \\ 0 & -1\end{pmatrix} = \begin{pmatrix} R & RF - FA \\ 0 & A\end{pmatrix}.$$

This is `hU`, proved entry by entry. It differs from the triangular Green function $\begin{pmatrix} R & G^K \\ 0 & A\end{pmatrix}$ at most in entry $(0,1)$, which `congrFun (congrFun H 0) 1` extracts. Hence `rotation_diagonalises`: the triangular matrix equals $U_F\,\mathrm{diag}(R,A)\,U_F$ if and only if $[h,F] = I[F]$. The same matrix stands on both sides because $U_F^2 = 1$, the entry $(0,1)$ of the square being $F - F$. The word rotation is meant loosely, as a change of basis: for complex matrices $U_F$ is unitary only when $F = 0$.

## Several reservoirs

Let $a$ run over a finite set `s` of reservoirs with self-energies $S_a$, $Q_a$ (`Sr a`, `Qr a`) and distributions $f_a$ (`f a`), and let

$$S = \sum_a S_a, \qquad Q = \sum_a Q_a, \qquad k = \sum_a (S_a f_a - f_a Q_a).$$

The form of $k$ is a postulate: it stands for reservoirs that each stay in their own equilibrium, described by $f_a$, whatever the device does. Term by term,

$$S_a F - F Q_a - (S_a f_a - f_a Q_a) = S_a(F - f_a) - (F - f_a)Q_a ,$$

and summing gives `collision_reservoirs`, $I[F] = \sum_a \bigl[S_a(F-f_a) - (F-f_a)Q_a\bigr]$. The proof distributes $F$ over the sums, merges them into one, and applies `noncomm_ring` to each term. No Green function is involved. The term of reservoir $a$ vanishes when $F = f_a$.

For square matrices of finite size over a commutative ring `K`, `reservoir_balance` adds a trace. If $G^K = RF - FA$, the kinetic equation holds, and

$$\sum_a \operatorname{tr}\bigl[S_a(F-f_a) - (F-f_a)Q_a\bigr] = \operatorname{tr} I[F] = \operatorname{tr}(hF) - \operatorname{tr}(Fh) = 0 .$$

The single `rw` chain runs through these equalities from left to right, with `Matrix.trace_mul_comm h F` for the cyclicity. For one level and level widths $\Gamma_a = i(S_a - Q_a)$ the condition is $\sum_a \Gamma_a (F - f_a) = 0$, which makes $F$ the $\Gamma$-weighted mean of the $f_a$ when the total width is nonzero. These traces are not the particle currents: for one level with $Q_a = S_a^*$, the current from reservoir $a$ at energy $E$ contains the spectral function $i(R-A)$ as a further factor. The file defines no current operator.

## Adjoints

In a ring with an involution `star`, written $*$ (the conjugate transpose for complex matrices), `kinetic_equation_star` assumes $h^* = h$, $Q = S^*$ and $k^* = -k$. These are the properties of a Hermitian Hamiltonian at real energy, of an advanced self-energy adjoint to the retarded one, and of an anti-Hermitian Keldysh self-energy. The involution reverses products, so the adjoint of $hF - Fh = SF - FS^* - k$ is

$$F^*h - hF^* = F^*S^* - SF^* + k ,$$

which is `e` after `simp only`, where $+k$ still reads $-(-k)$. Changing the overall sign gives $hF^* - F^*h = SF^* - F^*S^* - k$, the kinetic equation for $F^*$. The theorem does not state that $F$ is self-adjoint. That would follow where the solution is unique.

## A two-site solution with nonzero drift

`kinetic_equation_witness` gives complex $2\times2$ matrices on sites $0$ and $1$: `h₀` couples the sites with unit strength, `S₀` is $-i$ on site $0$, and `F₀` is the projector on site $0$. It states that `R₀` and `A₀` are the Green functions for `S₀` and `star S₀`, that `h₀` is Hermitian and `k₀` anti-Hermitian, and that the kinetic equation holds with nonzero drift. Both sides equal $\begin{pmatrix} 0 & -1 \\ 1 & 0\end{pmatrix}$. The proof reads entry $(1,0)$ to exclude zero and verifies the other claims entry by entry. The assumptions of the main and adjoint theorems are thus met by a case with $[h,F] \neq 0$. The matrix `k₀` has entries between the two sites although `S₀` acts on site $0$ only, so the example is algebraic and not physically admissible: a fermionic Keldysh self-energy satisfies $-\Gamma \le ik \le \Gamma$ with $\Gamma = i(S-Q)$, here $\mathrm{diag}(2,0)$, which forces all entries of $k$ involving site $1$ to vanish.

## Two sites between an empty and a filled reservoir

The numbers below are worked out directly and are not among the theorems of the file. Keep $h = \begin{pmatrix} 0 & 1 \\ 1 & 0\end{pmatrix}$ and attach a reservoir to each site: $S_0 = \mathrm{diag}(-i,0)$ with $f_0 = 1$ (empty), $S_1 = \mathrm{diag}(0,-i)$ with $f_1 = -1$ (filled), and $Q_a = S_a^*$. Then $S = -i$, $Q = i$ (times the unit matrix), $k = \mathrm{diag}(-2i, 2i)$, and

$$R = \tfrac12\begin{pmatrix} -i & 1 \\ 1 & -i\end{pmatrix}, \qquad A = \tfrac12\begin{pmatrix} i & 1 \\ 1 & i\end{pmatrix}.$$

The kinetic equation is $[h,F] = -2iF - k$. In components,

$$F_{10} - F_{01} = -2iF_{00} + 2i, \qquad F_{11} - F_{00} = -2iF_{01},$$

$$F_{00} - F_{11} = -2iF_{10}, \qquad F_{01} - F_{10} = -2iF_{11} - 2i .$$

Adding the first and last equations gives $F_{11} = -F_{00}$. The middle two then give $F_{01} = -iF_{00}$ and $F_{10} = iF_{00}$, and the first becomes $2iF_{00} = -2iF_{00} + 2i$. So $F_{00} = \tfrac12$ and

$$F = \tfrac12\begin{pmatrix} 1 & -i \\ i & -1\end{pmatrix},$$

which is Hermitian and has drift $[h,F] = \begin{pmatrix} i & -1 \\ 1 & -i\end{pmatrix}$. On the Green function side,

$$kA = \begin{pmatrix} 1 & -i \\ i & -1\end{pmatrix}, \qquad RkA = \begin{pmatrix} 0 & -1 \\ 1 & 0\end{pmatrix},$$

while $RF = \tfrac12\begin{pmatrix} 0 & -1 \\ 1 & 0\end{pmatrix}$ and $FA = \tfrac12\begin{pmatrix} 0 & 1 \\ -1 & 0\end{pmatrix}$, whose difference is the same matrix. The reservoir traces are $-2i(F_{00} - 1) = i$ and $-2i(F_{11} + 1) = -i$, and they cancel.
